# Mermin's inequality for $n$ qubits and its GHZ violation

The formal statement must fix what a local model is. Here the hidden variable $l$ runs over a finite set with probabilities $p_l$ that do not depend on the chosen settings. Given $l$, site $j$ carries real values $x_j(l), y_j(l)\in[-1,1]$ for the settings $X$ and $Y$, independent of the settings elsewhere, and a correlator is the $p$-average of the product over all sites of the value for the setting chosen there. Signs $\pm1$ are a special case; continuously distributed $l$ is not covered.

In Lean 4 with Mathlib:

```lean
import Mathlib

open Matrix Complex

namespace MerminInequality

noncomputable section
```

Sites are $j=0,\dots,n-1$. A state is a function on bit strings $s$, with $|0\rangle$ first, and $(\bigotimes_j A_j)_{st}=\prod_j (A_j)_{s_jt_j}$.

```lean
/-- Computational basis labels of `n` qubits. -/
abbrev Bits (n : ℕ) := Fin n → Fin 2

/-- The Pauli matrix `X`. -/
def pauliX : Matrix (Fin 2) (Fin 2) ℂ := !![0, 1; 1, 0]

/-- The Pauli matrix `Y`. -/
def pauliY : Matrix (Fin 2) (Fin 2) ℂ := !![0, -I; I, 0]

/-- Tensor product of single-qubit operators: entries are products of single-site entries. -/
def tensorProd {n : ℕ} (A : Fin n → Matrix (Fin 2) (Fin 2) ℂ) : Matrix (Bits n) (Bits n) ℂ :=
  Matrix.of fun s t => ∏ j, A j (s j) (t j)
```

With $T=(X+iY)^{\otimes n}$, the Mermin operator is $\mathcal M=\tfrac12(T+T^\dagger)$. Its classical analogue `merminValue` is $\operatorname{Re}P$ with $P=\prod_j(x_j+iy_j)$.

```lean
/-- The Mermin operator: the Hermitian part of the `n`-fold tensor power of `X + iY`. -/
def merminOp (n : ℕ) : Matrix (Bits n) (Bits n) ℂ :=
  (1 / 2 : ℂ) • ((tensorProd fun _ => pauliX + I • pauliY) +
    (tensorProd fun _ => pauliX + I • pauliY)ᴴ)

/-- The Mermin quantity `Re ∏ (x_j + i y_j)` for local values `x_j`, `y_j`. -/
def merminValue {n : ℕ} (x y : Fin n → ℝ) : ℝ := (∏ j, ((x j : ℂ) + I * (y j : ℂ))).re
```

The state is $|\mathrm{GHZ}\rangle=(|0\dots0\rangle+|1\dots1\rangle)/\sqrt2$.

```lean
/-- The bit string `0…0`. -/
def allUp (n : ℕ) : Bits n := fun _ => 0

/-- The bit string `1…1`. -/
def allDown (n : ℕ) : Bits n := fun _ => 1

/-- The GHZ vector `(|0…0⟩ + |1…1⟩)/√2`. -/
def ghz (n : ℕ) : Bits n → ℂ := fun s =>
  ((Real.sqrt 2 : ℝ) : ℂ)⁻¹ *
    ((if s = allUp n then 1 else 0) + (if s = allDown n then 1 else 0))
```

## (a) Expanding the product

*Task.* For complex $f_j,g_j$ show $\prod_j(f_j+ig_j)=\sum_S i^{|S|}\prod_{j\in S}g_j\prod_{j\notin S}f_j$, with $S$ over all sets of sites.

*Solution.* Multiply out, choosing $ig_j$ on $S$ and $f_j$ elsewhere (`Finset.prod_add`), and collect the $|S|$ factors $i$.

```lean
/-- Expansion of `∏ (f_j + i g_j)` over the sets `S` of sites where `g` is chosen. -/
theorem prod_expand {n : ℕ} (f g : Fin n → ℂ) :
    ∏ j, (f j + I * g j) =
      ∑ S : Finset (Fin n), I ^ S.card * ∏ j, if j ∈ S then g j else f j := by
  have h : ∀ j, f j + I * g j = I * g j + f j := fun j => add_comm _ _
  simp only [h]
  rw [Finset.prod_add, Finset.powerset_univ]
  refine Finset.sum_congr rfl fun S _ => ?_
  have h1 : Finset.univ.filter (fun j => j ∈ S) = S := by ext; simp
  have h2 : Finset.univ.filter (fun j => ¬ j ∈ S) = Finset.univ \ S := by ext; simp
  rw [Finset.prod_ite, h1, h2, Finset.prod_mul_distrib, Finset.prod_const, mul_assoc]
```

## (b) The classical quantity

*Task.* Show $\operatorname{Re}P=\sum_S c_S\prod_{j\in S}y_j\prod_{j\notin S}x_j$ with $c_S=\operatorname{Re}i^{|S|}$.

*Solution.* In (a) the products are now real (`h`), so the real part acts on $i^{|S|}$ alone.

```lean
/-- The Mermin quantity is the sum over sets `S` of `Re i^|S|` times the product of
`y_j` on `S` and `x_j` off `S`. -/
theorem merminValue_expand {n : ℕ} (x y : Fin n → ℝ) :
    merminValue x y =
      ∑ S : Finset (Fin n), (I ^ S.card).re * ∏ j, if j ∈ S then y j else x j := by
  rw [merminValue, prod_expand, Complex.re_sum]
  refine Finset.sum_congr rfl fun S _ => ?_
  have h : (∏ j, if j ∈ S then (y j : ℂ) else (x j : ℂ)) =
      ((∏ j, if j ∈ S then y j else x j : ℝ) : ℂ) := by
    rw [Complex.ofReal_prod]
    refine Finset.prod_congr rfl fun j _ => ?_
    split_ifs <;> rfl
  rw [h, Complex.mul_re, Complex.ofReal_re, Complex.ofReal_im, mul_zero, sub_zero]
```

## (c) The operator

*Task.* Show $\mathcal M=\sum_S c_S\,\sigma_S$, where $\sigma_S$ has $Y$ on $S$ and $X$ elsewhere.

*Solution.* Part (a) applied to each matrix element gives $T=\sum_S i^{|S|}\sigma_S$ (`hT`). Each $\sigma_S$ is Hermitian (`hP`), so its coefficient in $\mathcal M$ is $\tfrac12(i^{|S|}+\overline{i^{|S|}})=c_S$ (`hz`). Parts (b) and (c) carry the same coefficients. Reading $\langle\sigma_S\rangle$ as the measured correlator is the Born rule, taken here as interpretation.

```lean
/-- The Mermin operator is the sum over sets `S` of `Re i^|S|` times the Pauli string with
`Y` on `S` and `X` off `S`. -/
theorem merminOp_expand (n : ℕ) :
    merminOp n = ∑ S : Finset (Fin n),
      (((I ^ S.card).re : ℝ) : ℂ) • tensorProd fun j => if j ∈ S then pauliY else pauliX := by
  have hT : (tensorProd fun _ : Fin n => pauliX + I • pauliY) = ∑ S : Finset (Fin n),
      I ^ S.card • tensorProd fun j => if j ∈ S then pauliY else pauliX := by
    ext s t
    simp only [tensorProd, Matrix.of_apply, Matrix.add_apply, Matrix.smul_apply, smul_eq_mul,
      Matrix.sum_apply]
    refine (prod_expand _ _).trans (Finset.sum_congr rfl fun S _ => ?_)
    congr 1
    refine Finset.prod_congr rfl fun j _ => ?_
    by_cases h : j ∈ S <;> simp [h]
  have hX : ∀ a b, star (pauliX b a) = pauliX a b := by
    intro a b; fin_cases a <;> fin_cases b <;> simp [pauliX]
  have hY : ∀ a b, star (pauliY b a) = pauliY a b := by
    intro a b; fin_cases a <;> fin_cases b <;> simp [pauliY]
  -- Pauli strings are Hermitian
  have hP : ∀ S : Finset (Fin n), (tensorProd fun j => if j ∈ S then pauliY else pauliX)ᴴ =
      tensorProd fun j => if j ∈ S then pauliY else pauliX := by
    intro S
    ext s t
    simp only [tensorProd, Matrix.conjTranspose_apply, Matrix.of_apply, star_prod]
    refine Finset.prod_congr rfl fun j _ => ?_
    by_cases h : j ∈ S
    · rw [if_pos h]; exact hY _ _
    · rw [if_neg h]; exact hX _ _
  have hz : ∀ z : ℂ, (1 / 2 : ℂ) * (z + star z) = (z.re : ℂ) := by
    intro z
    rw [Complex.star_def, Complex.add_conj]; push_cast; ring
  rw [merminOp, hT, Matrix.conjTranspose_sum, ← Finset.sum_add_distrib, Finset.smul_sum]
  refine Finset.sum_congr rfl fun S _ => ?_
  rw [Matrix.conjTranspose_smul, hP, ← add_smul, smul_smul, hz]
```

## (d) One more site

*Task.* For $z=a+ib$, $w=(x+iy)z$, $|x|,|y|\le1$ and $m=\max(|a|,|b|)$, show $\max(|\operatorname{Re}w|,|\operatorname{Im}w|)\le|a|+|b|$ and $|\operatorname{Re}w|+|\operatorname{Im}w|\le2m$.

*Solution.* We have $\operatorname{Re}w=xa-yb$ and $\operatorname{Im}w=xb+ya$, each at most $|a|+|b|$ in size. Further,
$$\operatorname{Re}w+\operatorname{Im}w=(x+y)a+(x-y)b,\qquad \operatorname{Re}w-\operatorname{Im}w=(x+y)(-b)+(x-y)a .$$
These and their negatives (`k1` to `k4`) are at most $(|x+y|+|x-y|)\,m\le2m$, since $|x+y|+|x-y|=2\max(|x|,|y|)\le2$ (`h3`, `key`). One of the four equals $|\operatorname{Re}w|+|\operatorname{Im}w|$, and `abs_cases` runs through the signs.

```lean
/-- One more site: for `w = (x + iy) z` with `|x|, |y| ≤ 1`, `max(|Re w|, |Im w|)` is at most
`|Re z| + |Im z|`, and `|Re w| + |Im w|` is at most `2 max(|Re z|, |Im z|)`. -/
theorem site_step (z : ℂ) (x y : ℝ) (hx : |x| ≤ 1) (hy : |y| ≤ 1) :
    max |((x + I * y) * z).re| |((x + I * y) * z).im| ≤ |z.re| + |z.im| ∧
    |((x + I * y) * z).re| + |((x + I * y) * z).im| ≤ 2 * max |z.re| |z.im| := by
  have hre : ((x + I * y) * z).re = x * z.re - y * z.im := by simp
  have him : ((x + I * y) * z).im = x * z.im + y * z.re := by simp
  have hm : ∀ u a : ℝ, |u| ≤ 1 → |u * a| ≤ |a| := by
    intro u a hu; rw [abs_mul]; nlinarith [abs_nonneg a]
  rw [hre, him]
  constructor
  · obtain ⟨a1, a2⟩ := abs_le.mp (hm x z.re hx)
    obtain ⟨b1, b2⟩ := abs_le.mp (hm y z.im hy)
    obtain ⟨c1, c2⟩ := abs_le.mp (hm x z.im hx)
    obtain ⟨d1, d2⟩ := abs_le.mp (hm y z.re hy)
    exact max_le (abs_le.mpr ⟨by linarith, by linarith⟩) (abs_le.mpr ⟨by linarith, by linarith⟩)
  · have ha : |z.re| ≤ max |z.re| |z.im| := le_max_left _ _
    have hb : |z.im| ≤ max |z.re| |z.im| := le_max_right _ _
    generalize max |z.re| |z.im| = M at ha hb ⊢
    have hM : 0 ≤ M := (abs_nonneg _).trans ha
    have h3 : |x + y| + |x - y| ≤ 2 := by
      obtain ⟨x1, x2⟩ := abs_le.mp hx
      obtain ⟨y1, y2⟩ := abs_le.mp hy
      rcases abs_cases (x + y) with ⟨h, _⟩ | ⟨h, _⟩ <;>
        rcases abs_cases (x - y) with ⟨h', _⟩ | ⟨h', _⟩ <;> linarith
    have key : ∀ a b : ℝ, |a| ≤ M → |b| ≤ M → (x + y) * a + (x - y) * b ≤ 2 * M := by
      intro a b ha hb
      have h1 : (x + y) * a ≤ |x + y| * M := (le_abs_self _).trans (by rw [abs_mul]; gcongr)
      have h2 : (x - y) * b ≤ |x - y| * M := (le_abs_self _).trans (by rw [abs_mul]; gcongr)
      nlinarith [mul_le_mul_of_nonneg_right h3 hM]
    have ha' : |-z.re| ≤ M := by rwa [abs_neg]
    have hb' : |-z.im| ≤ M := by rwa [abs_neg]
    have k1 := key _ _ ha hb
    have k2 := key _ _ hb' ha
    have k3 := key _ _ hb ha'
    have k4 := key _ _ ha' hb'
    rcases abs_cases (x * z.re - y * z.im) with ⟨h, _⟩ | ⟨h, _⟩ <;>
      rcases abs_cases (x * z.im + y * z.re) with ⟨h', _⟩ | ⟨h', _⟩ <;> linarith
```

## (e) The local bound

*Task.* For all $|x_j|,|y_j|\le1$ show $m_n\le2^{\lfloor n/2\rfloor}$ and $s_n\le2^{\lfloor (n+1)/2\rfloor}$, where $m_n$ is the maximum and $s_n$ the sum of $|\operatorname{Re}P|$ and $|\operatorname{Im}P|$.

*Solution.* For $n=0$, $P=1$ and both bounds are $1$. Going to $n+1$ sites, split off site $0$ and apply (d) to the product of the other $n$: $m_{n+1}\le s_n\le2^{\lfloor(n+1)/2\rfloor}$ and $s_{n+1}\le2m_n\le2^{\lfloor n/2\rfloor+1}=2^{\lfloor(n+2)/2\rfloor}$.

The proof turns on `Fin.prod_univ_succ`, which writes a product over `Fin (n + 1)` as the factor at `0` times the product over `j.succ`. The types of `x` and `y` depend on `n`, so `induction` generalises them, and `ih` applies to the shifted family `fun j => x j.succ`.

The exponent `n / 2` invites misreading as a real number. It is natural-number division, hence $\lfloor n/2\rfloor$. The estimate $|x_j+iy_j|\le\sqrt2$ gives only $2^{n/2}$, which for odd $n$ is weaker by a factor $\sqrt2$.

```lean
/-- For local values in `[-1, 1]` and `P = ∏ (x_j + i y_j)`, both `|Re P|` and `|Im P|` are at
most `2^⌊n/2⌋`, and their sum is at most `2^⌈n/2⌉`. -/
theorem local_bound (n : ℕ) (x y : Fin n → ℝ) (hx : ∀ j, |x j| ≤ 1) (hy : ∀ j, |y j| ≤ 1) :
    max |(∏ j, ((x j : ℂ) + I * y j)).re| |(∏ j, ((x j : ℂ) + I * y j)).im| ≤ 2 ^ (n / 2) ∧
    |(∏ j, ((x j : ℂ) + I * y j)).re| + |(∏ j, ((x j : ℂ) + I * y j)).im|
      ≤ 2 ^ ((n + 1) / 2) := by
  induction n with
  | zero => simp
  | succ n ih =>
    obtain ⟨h1, h2⟩ := ih (fun j => x j.succ) (fun j => y j.succ) (fun j => hx _) (fun j => hy _)
    obtain ⟨s1, s2⟩ := site_step (∏ j : Fin n, ((x j.succ : ℂ) + I * y j.succ)) (x 0) (y 0)
      (hx 0) (hy 0)
    rw [Fin.prod_univ_succ, show (n + 1 + 1) / 2 = n / 2 + 1 by omega, pow_succ]
    exact ⟨s1.trans h2, by linarith⟩
```

## (f) Sharpness

*Task.* Show that $x_j=1$, $y_j=(-1)^j$ give $\operatorname{Re}P=2^{\lfloor n/2\rfloor}$.

*Solution.* Sites $2k$ and $2k+1$ contribute $(1+i)(1-i)=2$, so $2k$ sites give $2^k$ (`key`). For $n=2k+1$, $P=2^k(1+i)$ has real part $2^k$.

```lean
/-- The signs `x_j = 1`, `y_j = (-1)^j` give the Mermin quantity the value `2^⌊n/2⌋`. -/
theorem local_bound_attained (n : ℕ) :
    merminValue (fun _ : Fin n => 1) (fun j => (-1) ^ (j : ℕ)) = 2 ^ (n / 2) := by
  have key : ∀ k : ℕ, ∏ j ∈ Finset.range (2 * k), (1 + I * (-1 : ℂ) ^ j) = 2 ^ k := by
    intro k
    induction k with
    | zero => simp
    | succ k ih =>
      -- each pair of sites contributes (1 + i)(1 - i) = 2
      have h : (-1 : ℂ) ^ (2 * k) = 1 := by simp [pow_mul]
      rw [show 2 * (k + 1) = 2 * k + 1 + 1 by ring, Finset.prod_range_succ,
        Finset.prod_range_succ, ih, pow_succ (-1 : ℂ) (2 * k), h]
      linear_combination (-(2 : ℂ) ^ k) * Complex.I_sq
  have e : ∀ k : ℕ, (2 : ℂ) ^ k = ((2 ^ k : ℝ) : ℂ) := fun k => by simp
  have h : merminValue (fun _ : Fin n => 1) (fun j => (-1) ^ (j : ℕ)) =
      (∏ j ∈ Finset.range n, (1 + I * (-1 : ℂ) ^ j)).re := by
    unfold merminValue
    rw [← Fin.prod_univ_eq_prod_range]
    congr 1
    exact Finset.prod_congr rfl fun j _ => by simp
  rw [h]
  clear h
  rcases Nat.even_or_odd' n with ⟨k, rfl | rfl⟩
  · rw [key, show 2 * k / 2 = k by omega, e, Complex.ofReal_re]
  · rw [Finset.prod_range_succ, key, show (2 * k + 1) / 2 = k by omega, e, Complex.mul_re,
      Complex.ofReal_re, Complex.ofReal_im]
    simp [pow_mul]
```

## (g) GHZ expectations

*Task.* For any matrix $M$, with $u=0\dots0$ and $d=1\dots1$, show $\langle\mathrm{GHZ}|M|\mathrm{GHZ}\rangle=\tfrac12(M_{uu}+M_{ud}+M_{du}+M_{dd})$.

*Solution.* The vector is real (`hstar`), and $\sum_s f(s)\,\mathrm{GHZ}(s)=(f(u)+f(d))/\sqrt2$ for any $f$ (`key`). Use this for both indices, with $(1/\sqrt2)^2=\tfrac12$ (`hc`). The expression `star (ghz n) ⬝ᵥ M *ᵥ ghz n` is the bracket.

```lean
/-- `⟨GHZ|M|GHZ⟩` is half the sum of the four matrix elements of `M` between
`0…0` and `1…1`. -/
theorem ghz_expect {n : ℕ} (M : Matrix (Bits n) (Bits n) ℂ) :
    star (ghz n) ⬝ᵥ M *ᵥ ghz n = (1 / 2 : ℂ) * (M (allUp n) (allUp n) + M (allUp n) (allDown n)
      + M (allDown n) (allUp n) + M (allDown n) (allDown n)) := by
  have key : ∀ f : Bits n → ℂ, ∑ s, f s * ghz n s =
      ((Real.sqrt 2 : ℝ) : ℂ)⁻¹ * (f (allUp n) + f (allDown n)) := by
    intro f
    simp only [ghz, mul_add, mul_ite, mul_one, mul_zero, Finset.sum_add_distrib,
      Finset.sum_ite_eq', Finset.mem_univ, if_true]
    ring
  have hstar : star (ghz n) = ghz n := by
    funext s
    simp only [Pi.star_apply, ghz]
    split_ifs <;> simp
  have hc : ((Real.sqrt 2 : ℝ) : ℂ)⁻¹ * ((Real.sqrt 2 : ℝ) : ℂ)⁻¹ = 1 / 2 := by
    rw [← mul_inv, ← Complex.ofReal_mul, Real.mul_self_sqrt (by norm_num)]; norm_num
  rw [hstar, dotProduct_comm]
  show ∑ s, (∑ t, M s t * ghz n t) * ghz n s = _
  simp only [key]
  linear_combination (M (allUp n) (allUp n) + M (allUp n) (allDown n)
      + M (allDown n) (allUp n) + M (allDown n) (allDown n)) * hc
```

## (h) The quantum value

*Task.* For $n\ge1$ show $\langle\mathrm{GHZ}|\mathrm{GHZ}\rangle=1$ and $\langle\mathcal M\rangle=2^{n-1}$.

*Solution.* Taking $M=1$ in (g) with $u\ne d$ (`hne`) gives $\tfrac12(1+0+0+1)=1$; at $n=0$ the two strings coincide, hence `hn`. Since $X+iY=2|0\rangle\langle1|$ (`hA`), the corners of $T$ vanish except $T_{ud}=2^n$. Thus $\mathcal M_{ud}=\mathcal M_{du}=2^{n-1}$, $\mathcal M_{uu}=\mathcal M_{dd}=0$, and half their sum is $2^{n-1}$.

```lean
/-- For `n ≥ 1` the GHZ vector is normalised and the Mermin operator has expectation
`2^(n-1)` in it. -/
theorem ghz_mermin (n : ℕ) (hn : 1 ≤ n) :
    star (ghz n) ⬝ᵥ ghz n = 1 ∧ star (ghz n) ⬝ᵥ merminOp n *ᵥ ghz n = 2 ^ (n - 1) := by
  obtain ⟨m, rfl⟩ : ∃ m, n = m + 1 := ⟨n - 1, by omega⟩
  constructor
  · have hne : allUp (m + 1) ≠ allDown (m + 1) := by
      intro h
      have h0 := congrFun h 0
      simp [allUp, allDown] at h0
    have h := ghz_expect (1 : Matrix (Bits (m + 1)) (Bits (m + 1)) ℂ)
    rw [Matrix.one_mulVec] at h
    rw [h, Matrix.one_apply_ne hne, Matrix.one_apply_ne hne.symm, Matrix.one_apply_eq,
      Matrix.one_apply_eq]
    norm_num
  · -- X + iY = 2 |0⟩⟨1|
    have hA : pauliX + I • pauliY = !![0, 2; 0, 0] := by
      ext i j
      fin_cases i <;> fin_cases j <;> simp [pauliX, pauliY]
      all_goals norm_num
    rw [ghz_expect]
    simp only [merminOp, hA]
    simp [tensorProd, allUp, allDown]
    ring
```

## (i) The violation

*Task.* Let $n\ge3$, $p_l\ge0$ (`hp`), $\sum_lp_l=1$ (`hp1`) and $|x_j(l)|,|y_j(l)|\le1$ (`hx`, `hy`), and let $P_l$ be the product $P$ at $l$. Show $|\sum_lp_l\operatorname{Re}P_l|\le2^{\lfloor n/2\rfloor}<\operatorname{Re}\langle\mathcal M\rangle$ and $\langle\mathcal M\rangle=2^{n-1}$.

*Solution.* The `calc` block is
$$\Big|\sum_lp_l\operatorname{Re}P_l\Big|\le\sum_lp_l|\operatorname{Re}P_l|\le2^{\lfloor n/2\rfloor}\sum_lp_l=2^{\lfloor n/2\rfloor},$$
with (e) in the middle. The strict inequality is (h) with $\lfloor n/2\rfloor<n-1$, true for $n\ge3$; at $n=1,2$ the exponents are equal.

*Instance, $n=3$.* Here $c_S=1,0,-1,0$ for $|S|=0,1,2,3$, so $\mathcal M=XXX-XYY-YXY-YYX$. From $Y|0\rangle=i|1\rangle$ and $Y|1\rangle=-i|0\rangle$ the four expectations are $1,-1,-1,-1$, giving $4$. The signs $x=(1,1,1)$, $y=(1,-1,1)$ give correlators $1,-1,1,-1$, hence $1+1-1+1=2$.

For the ideal pure GHZ state and the settings $X$, $Y$ only, no local model with a finite hidden variable reproduces the quantum correlators when $n\ge3$. Noise, detector losses and other settings are not treated.

```lean
/-- Mermin inequality and its violation: with a finite hidden variable of distribution `p` and
local values in `[-1, 1]`, the mean Mermin quantity has size at most `2^⌊n/2⌋`, which for `n ≥ 3`
is strictly below the GHZ expectation of the Mermin operator, equal to `2^(n-1)`. -/
theorem mermin_violation (n : ℕ) (hn : 3 ≤ n) {L : Type*} [Fintype L] (p : L → ℝ)
    (hp : ∀ l, 0 ≤ p l) (hp1 : ∑ l, p l = 1) (x y : L → Fin n → ℝ)
    (hx : ∀ l j, |x l j| ≤ 1) (hy : ∀ l j, |y l j| ≤ 1) :
    |∑ l, p l * merminValue (x l) (y l)| ≤ 2 ^ (n / 2) ∧
    (2 : ℝ) ^ (n / 2) < (star (ghz n) ⬝ᵥ merminOp n *ᵥ ghz n).re ∧
    star (ghz n) ⬝ᵥ merminOp n *ᵥ ghz n = 2 ^ (n - 1) := by
  have hq := (ghz_mermin n (by omega)).2
  refine ⟨?_, ?_, hq⟩
  · calc |∑ l, p l * merminValue (x l) (y l)|
        ≤ ∑ l, |p l * merminValue (x l) (y l)| := Finset.abs_sum_le_sum_abs _ _
      _ ≤ ∑ l, p l * 2 ^ (n / 2) := by
        refine Finset.sum_le_sum fun l _ => ?_
        rw [abs_mul, abs_of_nonneg (hp l)]
        exact mul_le_mul_of_nonneg_left
          ((le_max_left _ _).trans (local_bound n (x l) (y l) (hx l) (hy l)).1) (hp l)
      _ = 2 ^ (n / 2) := by rw [← Finset.sum_mul, hp1, one_mul]
  · have e : (2 : ℂ) ^ (n - 1) = ((2 ^ (n - 1) : ℝ) : ℂ) := by simp
    rw [hq, e, Complex.ofReal_re]
    exact pow_lt_pow_right₀ (by norm_num) (by omega)

end

end MerminInequality
```

```lean
#print axioms MerminInequality.merminValue_expand
-- 'MerminInequality.merminValue_expand' depends on axioms: [propext, Classical.choice, Quot.sound]
#print axioms MerminInequality.merminOp_expand
-- 'MerminInequality.merminOp_expand' depends on axioms: [propext, Classical.choice, Quot.sound]
#print axioms MerminInequality.local_bound_attained
-- 'MerminInequality.local_bound_attained' depends on axioms: [propext, Classical.choice, Quot.sound]
#print axioms MerminInequality.mermin_violation
-- 'MerminInequality.mermin_violation' depends on axioms: [propext, Classical.choice, Quot.sound]
```
